# The ground-state interaction energy of two identical oscillators coupled by a q₁q₂ term stays below 2.35 times its second-order value in magnitude

Take two identical one-dimensional oscillators of mass 1 and frequency 1, with displacements q₁ and q₂, and couple them by the term q₁q₂. The potential energy is then

(q₁² + q₂²)/2 + q₁q₂ = (q₁ + q₂)²/2.

The in-phase mode has frequency √2, and the out-of-phase mode has no restoring force left, so its frequency is 0. In units of ħω, with ω the free frequency, the zero-point energy is √2/2 ≈ 0.7071. The two free oscillators have 1/2 + 1/2 = 1, so the interaction energy is about −0.2929. Second-order perturbation theory gives −1/8 = −0.125. The exact value is larger in magnitude by a factor of 2.343, because one mode has softened completely. No weaker coupling gives a larger factor.

## From the mode frequencies to the bound

Let the coupling term be x q₁q₂ with 0 < x ≤ 1. Here x is the coupling strength relative to the restoring force; for two fluctuating dipoles it grows with the polarisability and falls with the cube of the distance. At x = 1 the out-of-phase mode moves freely, so the pair has no normalisable ground state; its zero-point energy there means the lower edge of the continuous spectrum, which is also the limit of the ground-state energy as x rises to 1. Beyond x = 1 the squared frequency 1 − x is negative and the pair is unstable.

The normal modes have frequencies √(1+x) and √(1−x). Their mean, which is also the zero-point energy of the pair, is

u = (√(1+x) + √(1−x))/2,

and the interaction energy is E = u − 1.

In second order, x q₁q₂ connects the ground state only to the state with one quantum in each oscillator. The matrix element is x/2 and the excitation energy is 2, so the second-order energy is

−(x/2)²/2 = −x²/8.

Define the enhancement F as E divided by −x²/8. To find it in closed form, square u:

u² = ((1+x) + (1−x) + 2√(1−x²))/4 = (1 + √(1−x²))/2.

Hence 2u² − 1 = √(1−x²). Squaring once more and cancelling the 1 on each side gives

4u²(u² − 1) = −x².

Since u² − 1 = (1+u)(u−1) = (1+u)E, this becomes

4u²(1+u)E = −x².

No expansion in x has been made. Dividing by −x²/8 and solving for F gives

F = 2/(u²(1+u)).

As x grows from 0 to 1, √(1−x²) falls, so u² falls, and so does u, which is positive. The denominator of F shrinks and F rises strictly. Its largest value is therefore at x = 1, where u = √2/2 and

F(1) = −8(√2/2 − 1) = 8 − 4√2 ≈ 2.343.

Now let x ≤ y ≤ 1. Multiplying F(x) ≤ F(y) by the negative number −x²/8 reverses the inequality:

E(x) ≥ −F(y) x²/8.

With y = 1 the coefficient is (8 − 4√2)/8 = 1 − 1/√2, so

E(x) ≥ −(1 − 1/√2) x²,

with equality only at x = 1, because F is strictly smaller below it.

The formula for F also shows the sign of the error: for 0 < x ≤ 1 we have 0 < u < 1, so F > 1 and second order underbinds the pair.

## A pair with coupling 0.6

For x = 0.6, √(1−x²) = 0.8, so u² = 0.9 and u ≈ 0.9487. The exact energy is E ≈ −0.0513, the second-order energy is −0.36/8 = −0.045, and F ≈ 1.140.

Now apply the bound to the same pair with the upper limit y = 0.8. There u² = 0.8 and u ≈ 0.8944, so F(0.8) ≈ 1.320. The energy at x = 0.6 is then at least −0.045 × 1.320 ≈ −0.0594. The general bound, with y = 1, gives only −0.1054. Such a limit is useful when the second-order energy is known in absolute units but ω is not, so that x can't be worked out from it.

For this single pair of identical one-dimensional oscillators, an upper limit on the coupling thus limits what a second-order dispersion energy can miss.

## The model in Lean

```lean
import Mathlib

open Set

namespace DispersionEnhancement

noncomputable section
```

The coupling x is a real number, and energies are in units of ħω. The function `meanFreq` is u.

```lean
/-- Mean of the two normal-mode frequencies `√(1+x)` and `√(1-x)` of a pair of unit
oscillators with coupling `x`, for `|x| ≤ 1`; it is the zero-point energy of the pair
in units of `ħω`. -/
def meanFreq (x : ℝ) : ℝ := (√(1 + x) + √(1 - x)) / 2
```

Subtracting the zero-point energy of the free oscillators, which is 1, gives E.

```lean
/-- Exact interaction energy for `|x| ≤ 1`: zero-point energy of the coupled pair minus
that of the two free oscillators. -/
def interactionEnergy (x : ℝ) : ℝ := meanFreq x - 1
```

The second-order energy enters as a formula.

```lean
/-- Second-order dispersion energy of the pair. -/
def secondOrder (x : ℝ) : ℝ := -x ^ 2 / 8
```

The ratio F is `enhancement`. Both energies are negative for 0 < x ≤ 1, so it is positive there.

```lean
/-- Exact interaction energy divided by the second-order one, for `0 < |x| ≤ 1`. -/
def enhancement (x : ℝ) : ℝ := interactionEnergy x / secondOrder x
```

The development starts from these four definitions; the Hamiltonian, the perturbation calculation behind −x²/8 and the inequality F > 1 rest on the derivation by hand alone. The model has no damping, no unequal frequencies and no third oscillator.

## The closed relation for the energy

Positivity of u is used below to show that the denominator of F is nonzero and to pass from squares to roots. One square root is positive and the other is nonnegative. The statement holds for x > 1 too, where Lean sets the root of a negative number to 0 and `meanFreq` loses its physical meaning.

```lean
/-- `meanFreq x` is positive for every `x ≥ 0`; for `x ≤ 1` it is the mean mode frequency. -/
theorem meanFreq_pos {x : ℝ} (hx : 0 ≤ x) : 0 < meanFreq x := by
  have h1 : 0 < √(1 + x) := Real.sqrt_pos.mpr (by linarith)
  have h2 : 0 ≤ √(1 - x) := Real.sqrt_nonneg _
  unfold meanFreq
  linarith
```

The first squaring step uses `hab`, which writes √(1−x²) as the product of the two mode frequencies. The final `linear_combination` adds the squares of the two roots, as in the expansion above.

```lean
/-- For `|x| ≤ 1` the square of the mean mode frequency is `(1 + √(1 - x²)) / 2`. -/
theorem meanFreq_sq {x : ℝ} (h0 : -1 ≤ x) (h1 : x ≤ 1) :
    meanFreq x ^ 2 = (1 + √(1 - x ^ 2)) / 2 := by
  have ha : √(1 + x) ^ 2 = 1 + x := Real.sq_sqrt (by linarith)
  have hb : √(1 - x) ^ 2 = 1 - x := Real.sq_sqrt (by linarith)
  -- the product of the two mode frequencies
  have hab : √(1 - x ^ 2) = √(1 + x) * √(1 - x) := by
    rw [← Real.sqrt_mul (by linarith : (0 : ℝ) ≤ 1 + x)]
    congr 1
    ring
  rw [hab]
  unfold meanFreq
  linear_combination ha / 4 + hb / 4
```

The second squaring step yields 4u²(1+u)E = −x². The hypothesis `h` is the formula for u², and `hc` says that the square of √(1−x²) is 1 − x². The coefficient of `h` in the last line does the work of squaring 2u² − 1 = √(1−x²).

```lean
/-- Exact relation, for `|x| ≤ 1`, between the interaction energy, the coupling and the
mean mode frequency `u`: `4 u² (1 + u) E = -x²`. -/
theorem energy_relation {x : ℝ} (h0 : -1 ≤ x) (h1 : x ≤ 1) :
    4 * meanFreq x ^ 2 * (1 + meanFreq x) * interactionEnergy x = -x ^ 2 := by
  have h := meanFreq_sq h0 h1
  have hc : √(1 - x ^ 2) ^ 2 = 1 - x ^ 2 := Real.sq_sqrt (by nlinarith)
  unfold interactionEnergy
  linear_combination (4 * (meanFreq x ^ 2 + (1 + √(1 - x ^ 2)) / 2) - 4) * h + hc
```

## Monotonicity of the enhancement

`StrictAntiOn meanFreq (Icc 0 1)` says that u falls strictly on the closed interval from 0 to 1. The proof compares √(1−y²) with √(1−x²) for x < y, which orders the squares of u, and `lt_of_pow_lt_pow_left₀` passes from the squares to u itself.

```lean
/-- The mean mode frequency falls strictly as the coupling grows from `0` to `1`. -/
theorem meanFreq_strictAntiOn : StrictAntiOn meanFreq (Icc 0 1) := by
  intro x hx y hy hxy
  obtain ⟨hx0, hx1⟩ := hx
  obtain ⟨hy0, hy1⟩ := hy
  have hs : √(1 - y ^ 2) < √(1 - x ^ 2) :=
    Real.sqrt_lt_sqrt (by nlinarith) (by nlinarith)
  -- compare the squares, then take roots
  apply lt_of_pow_lt_pow_left₀ 2 (meanFreq_pos hx0).le
  rw [meanFreq_sq (by linarith) hy1, meanFreq_sq (by linarith) hx1]
  linarith
```

The closed form of F follows by cross-multiplication, once both denominators are known to be nonzero. What remains is the energy relation divided by 4.

```lean
/-- For `0 < x ≤ 1` the enhancement over second order is `2 / (u² (1 + u))`, with `u` the
mean mode frequency. -/
theorem enhancement_eq {x : ℝ} (h0 : 0 < x) (h1 : x ≤ 1) :
    enhancement x = 2 / (meanFreq x ^ 2 * (1 + meanFreq x)) := by
  have hu := meanFreq_pos h0.le
  have h := energy_relation (by linarith) h1
  have hs : -x ^ 2 / 8 ≠ 0 := by
    have : 0 < x ^ 2 := by positivity
    linarith [this] |> fun (h : -x ^ 2 / 8 < 0) => h.ne
  have hd : meanFreq x ^ 2 * (1 + meanFreq x) ≠ 0 := by positivity
  unfold enhancement secondOrder
  rw [div_eq_div_iff hs hd]
  linear_combination h / 4
```

For x < y, u is smaller at y, and so are u² and 1 + u. Their product is then smaller as well, and 2 divided by it is larger. The interval `Ioc 0 1` excludes 0 and includes 1.

```lean
/-- The enhancement over second order grows strictly with the coupling on `0 < x ≤ 1`. -/
theorem enhancement_strictMonoOn : StrictMonoOn enhancement (Ioc 0 1) := by
  intro x hx y hy hxy
  have hu := meanFreq_strictAntiOn ⟨hx.1.le, hx.2⟩ ⟨hy.1.le, hy.2⟩ hxy
  have hp := meanFreq_pos hy.1.le
  rw [enhancement_eq hx.1 hx.2, enhancement_eq hy.1 hy.2]
  apply div_lt_div_of_pos_left (by norm_num) (by positivity)
  exact mul_lt_mul'' (pow_lt_pow_left₀ hu hp.le (by norm_num)) (by linarith)
    (by positivity) (by positivity)
```

The value at x = 1 comes directly from the definitions, with √2 and 0 as the two frequencies.

```lean
/-- At the largest coupling, `x = 1`, the enhancement is `8 - 4√2`. -/
theorem enhancement_one : enhancement 1 = 8 - 4 * √2 := by
  unfold enhancement interactionEnergy secondOrder meanFreq
  rw [show (1 : ℝ) + 1 = 2 by norm_num, show (1 : ℝ) - 1 = 0 by norm_num, Real.sqrt_zero]
  ring
```

## Bounds on the exact energy

The next theorem is the bound for a coupling known to be at most y. The statement `hE` recovers E(x) as F(x) times the second-order energy, `hm` is the monotonicity of F, and `mul_le_mul_of_nonpos_right` reverses the inequality on multiplication by a negative number.

```lean
/-- If the coupling satisfies `0 < x ≤ y ≤ 1`, the exact interaction energy is bounded
below by the second-order energy at `x` times the enhancement at `y`. -/
theorem energy_ge_of_coupling_le {x y : ℝ} (h0 : 0 < x) (hxy : x ≤ y) (h1 : y ≤ 1) :
    enhancement y * secondOrder x ≤ interactionEnergy x := by
  have hs : secondOrder x < 0 := by
    have : 0 < x ^ 2 := by positivity
    unfold secondOrder
    linarith
  have hE : enhancement x * secondOrder x = interactionEnergy x :=
    div_mul_cancel₀ _ hs.ne
  have hm : enhancement x ≤ enhancement y :=
    enhancement_strictMonoOn.monotoneOn ⟨h0, hxy.trans h1⟩ ⟨h0.trans_le hxy, h1⟩ hxy
  rw [← hE]
  exact mul_le_mul_of_nonpos_right hm hs.le
```

Setting y = 1 gives the general lower bound. The theorem is a conjunction: the inequality itself, and the statement that equality holds if and only if x = 1. The auxiliary equation `key` identifies F(1) times the second-order energy with −(1 − 1/√2)x². For the equality case, the proof assumes x ≠ 1, obtains F(x) < F(1), and multiplies by the negative second-order energy to contradict the assumed equality. Equality also occurs at x = 0, where both sides vanish, and at x = −1, since E is even in x; the equivalence therefore needs a hypothesis that excludes these two points, and 0 < x does so.

```lean
/-- For `0 < x ≤ 1` the exact interaction energy is at least `-(1 - 1/√2) x²`, with
equality exactly at `x = 1`. -/
theorem energy_lower_bound {x : ℝ} (h0 : 0 < x) (h1 : x ≤ 1) :
    -(1 - 1 / √2) * x ^ 2 ≤ interactionEnergy x ∧
      (interactionEnergy x = -(1 - 1 / √2) * x ^ 2 ↔ x = 1) := by
  have hr : 1 / √2 = √2 / 2 := by
    have h2 : √2 * √2 = 2 := Real.mul_self_sqrt (by norm_num)
    have h3 : √2 ≠ 0 := by positivity
    rw [div_eq_div_iff h3 (by norm_num)]
    linarith
  -- the bound is the second-order energy times the largest enhancement
  have key : enhancement 1 * secondOrder x = -(1 - 1 / √2) * x ^ 2 := by
    rw [enhancement_one, hr]
    unfold secondOrder
    ring
  have hs : secondOrder x < 0 := by
    have : 0 < x ^ 2 := by positivity
    unfold secondOrder
    linarith
  have hE : enhancement x * secondOrder x = interactionEnergy x :=
    div_mul_cancel₀ _ hs.ne
  refine ⟨key ▸ energy_ge_of_coupling_le h0 h1 le_rfl, fun h => ?_, fun h => ?_⟩
  · -- below full coupling the enhancement is strictly smaller
    by_contra hne
    have hlt : enhancement x < enhancement 1 :=
      enhancement_strictMonoOn ⟨h0, h1⟩ ⟨one_pos, le_rfl⟩ (lt_of_le_of_ne h1 hne)
    have := mul_lt_mul_of_neg_right hlt hs
    linarith
  · rw [← key, ← hE, h]
```

The decimal bound needs only a lower estimate of √2. Since 1.4125² = 1.99515625 < 2, we have √2 > 1.4125, and therefore 8 − 4√2 < 8 − 5.65 = 2.35. Monotonicity carries this from x = 1 to every weaker coupling.

```lean
/-- For `0 < x ≤ 1` the ratio of the exact interaction energy to the second-order one is less than
`2.35`. -/
theorem enhancement_lt {x : ℝ} (h0 : 0 < x) (h1 : x ≤ 1) : enhancement x < 2.35 := by
  have hm : enhancement x ≤ enhancement 1 :=
    enhancement_strictMonoOn.monotoneOn ⟨h0, h1⟩ ⟨one_pos, le_rfl⟩ h1
  have h2 : (1.4125 : ℝ) < √2 := Real.lt_sqrt_of_sq_lt (by norm_num)
  rw [enhancement_one] at hm
  norm_num at h2 ⊢
  linarith

end

end DispersionEnhancement
```

```lean
#print axioms DispersionEnhancement.energy_ge_of_coupling_le
#print axioms DispersionEnhancement.energy_lower_bound
#print axioms DispersionEnhancement.enhancement_lt
```

```
'DispersionEnhancement.energy_ge_of_coupling_le' depends on axioms: [propext, Classical.choice, Quot.sound]
'DispersionEnhancement.energy_lower_bound' depends on axioms: [propext, Classical.choice, Quot.sound]
'DispersionEnhancement.enhancement_lt' depends on axioms: [propext, Classical.choice, Quot.sound]
```
